# A nonzero constant kernel gives a divergent on-top hole at first order in the large-momentum electron gas

**Question.** Take density $n=1$ and a kernel equal to $1$ at every momentum. With the large-momentum response of the three-dimensional electron gas, the squared response integrated over imaginary frequency is $2\pi/q^2$. The phase-space factor $q^2$ cancels the decay, so the momenta from $1$ to $Q$ contribute $2\pi(Q-1)$ to the on-top hole, up to a constant prefactor, and this grows without bound as $Q$ is raised. A Coulomb factor $4\pi/q^2$ should cure this. Can the argument be made rigorous, for general density and kernel, and checked by machine?

**Answer.** Yes, for the contribution of first order in the kernel, with the large-momentum response taken as given.

## From the frequency integral to the cutoff

In atomic units, an electron at rest that absorbs momentum $q$ gains energy $q^2/2$. For density $n$ this gives the response at imaginary frequency $iw$:

$$\chi(q,iw)=-\frac{nq^2}{w^2+q^4/4}.$$

Set $a=q^2/2$. The function

$$F(w)=\frac{w}{2a^2(w^2+a^2)}+\frac{\arctan(w/a)}{2a^3}$$

has derivative

$$F'(w)=\frac{a^2-w^2}{2a^2(w^2+a^2)^2}+\frac{1}{2a^2(w^2+a^2)}=\frac{1}{(w^2+a^2)^2}.$$

Since $F(0)=0$ and $F(w)\to\pi/(4a^3)$ as $w\to\infty$,

$$I(q)=\int_0^\infty\chi(q,iw)^2\,dw=n^2q^4\,\frac{\pi}{4(q^2/2)^3}=\frac{2\pi n^2}{q^2}.$$

To first order, a kernel $K$ changes the response by $\chi K\chi$. The on-top hole is the exchange-correlation hole at zero distance between two electrons, where all momenta add with equal weight. Integrating over frequency and over the momentum shells from $1$ to $Q$ therefore gives their contribution to it, up to a constant factor:

$$\int_1^Q q^2K(q)I(q)\,dq=2\pi n^2\int_1^Q K(q)\,dq.$$

A constant $K=c$ gives $2\pi n^2c(Q-1)$. The Coulomb kernel $K=4\pi/q^2$ gives $8\pi^2n^2(1-1/Q)$.

For $n=c=1$ the numbers are:

| $Q$ | constant kernel | Coulomb kernel |
|---|---|---|
| 2 | $2\pi\approx6.28$ | $4\pi^2\approx39.48$ |
| 101 | $200\pi\approx628.3$ | $\approx78.18$ |

The Coulomb column stays below $8\pi^2\approx78.96$.

## The Lean file

```lean
import Mathlib

open Real Set MeasureTheory Filter Topology

namespace ElectronGasOnTopKernel

noncomputable section

/-- Large-momentum density response of an electron gas of density `n` at momentum `q` and
imaginary frequency `i w`, in atomic units. -/
def chi (n q w : ℝ) : ℝ := -(n * q ^ 2 / (w ^ 2 + q ^ 4 / 4))

/-- The squared response integrated over positive imaginary frequencies. -/
def freqWeight (n q : ℝ) : ℝ := ∫ w in Ioi (0 : ℝ), chi n q w ^ 2

/-- Contribution of a kernel `K`, to first order, to the on-top hole from momenta between `1`
and the cutoff `Q`, without constant prefactors. -/
def onTop (K : ℝ → ℝ) (n Q : ℝ) : ℝ :=
  ∫ q in (1 : ℝ)..Q, q ^ 2 * (K q * freqWeight n q)

/-- The Coulomb interaction in momentum space. -/
def coulomb (q : ℝ) : ℝ := 4 * π / q ^ 2

/-- A squared Lorentzian of width `a` is integrable over positive frequencies, with integral
`π / (4 a³)`. -/
theorem squared_lorentzian {a : ℝ} (ha : 0 < a) :
    IntegrableOn (fun w : ℝ => 1 / (w ^ 2 + a ^ 2) ^ 2) (Ioi 0) ∧
      ∫ w in Ioi (0 : ℝ), 1 / (w ^ 2 + a ^ 2) ^ 2 = π / (4 * a ^ 3) := by
  -- an explicit antiderivative
  have hderiv : ∀ w ∈ Ici (0 : ℝ), HasDerivAt
      (fun w : ℝ => w / (w ^ 2 + a ^ 2) / (2 * a ^ 2) + arctan (w / a) / (2 * a ^ 3))
      (1 / (w ^ 2 + a ^ 2) ^ 2) w := by
    intro w _
    have hne : w ^ 2 + a ^ 2 ≠ 0 := by positivity
    have hd : HasDerivAt (fun w : ℝ => w ^ 2 + a ^ 2) (2 * w) w := by
      simpa using (hasDerivAt_pow 2 w).add_const (a ^ 2)
    have h1 := (hasDerivAt_id' w).fun_div hd hne
    have h2 := ((hasDerivAt_id' w).div_const a).arctan
    have e : 1 / (1 + (w / a) ^ 2) * (1 / a) = a / (w ^ 2 + a ^ 2) := by
      have e' : 1 + (w / a) ^ 2 = (w ^ 2 + a ^ 2) / a ^ 2 := by
        field_simp
        ring
      rw [e']
      field_simp
    rw [e] at h2
    refine ((h1.div_const (2 * a ^ 2)).fun_add (h2.div_const (2 * a ^ 3))).congr_deriv ?_
    field_simp
    ring
  -- its limit at high frequency
  have hrat : Tendsto (fun w : ℝ => w / (w ^ 2 + a ^ 2)) atTop (𝓝 0) := by
    refine squeeze_zero' ?_ ?_ tendsto_inv_atTop_zero
    · filter_upwards [eventually_gt_atTop (0 : ℝ)] with w hw
      positivity
    · filter_upwards [eventually_gt_atTop (0 : ℝ)] with w hw
      rw [div_le_iff₀ (by positivity)]
      have e : w⁻¹ * (w ^ 2 + a ^ 2) = w + w⁻¹ * a ^ 2 := by
        field_simp
      have hp : 0 < w⁻¹ * a ^ 2 := by positivity
      linarith
  have harc : Tendsto (fun w : ℝ => arctan (w / a)) atTop (𝓝 (π / 2)) :=
    (tendsto_arctan_atTop.mono_right nhdsWithin_le_nhds).comp
      (tendsto_id.atTop_div_const ha)
  have hlim := (hrat.div_const (2 * a ^ 2)).add (harc.div_const (2 * a ^ 3))
  have hpos : ∀ w ∈ Ioi (0 : ℝ), 0 ≤ 1 / (w ^ 2 + a ^ 2) ^ 2 := by
    intro w _
    positivity
  refine ⟨integrableOn_Ioi_deriv_of_nonneg' hderiv hpos hlim, ?_⟩
  rw [integral_Ioi_of_hasDerivAt_of_nonneg' hderiv hpos hlim]
  simp only [zero_div, arctan_zero, zero_add, sub_zero]
  field_simp
  ring

/-- The phase-space factor `q²` times the frequency-integrated squared response is `2 π n²`
at every nonzero momentum. -/
theorem sq_mul_freqWeight (n : ℝ) {q : ℝ} (hq : q ≠ 0) :
    q ^ 2 * freqWeight n q = 2 * π * n ^ 2 := by
  have h : ∀ w : ℝ, chi n q w ^ 2 =
      n ^ 2 * q ^ 4 * (1 / (w ^ 2 + (q ^ 2 / 2) ^ 2) ^ 2) := by
    intro w
    have e : (q ^ 2 / 2) ^ 2 = q ^ 4 / 4 := by ring
    rw [e, chi, neg_sq, div_pow]
    ring
  have ha : 0 < q ^ 2 / 2 := by positivity
  unfold freqWeight
  simp_rw [h]
  rw [integral_const_mul, (squared_lorentzian ha).2]
  have e : 4 * (q ^ 2 / 2) ^ 3 = q ^ 6 / 2 := by ring
  rw [e]
  field_simp

/-- The on-top contribution of any kernel is `2 π n²` times the plain momentum integral of
the kernel. -/
theorem onTop_eq (K : ℝ → ℝ) (n : ℝ) {Q : ℝ} (hQ : 1 ≤ Q) :
    onTop K n Q = 2 * π * n ^ 2 * ∫ q in (1 : ℝ)..Q, K q := by
  rw [onTop, ← intervalIntegral.integral_const_mul]
  refine intervalIntegral.integral_congr ?_
  intro q hq
  rw [uIcc_of_le hQ] at hq
  have hq0 : 0 < q := by linarith [hq.1]
  show q ^ 2 * (K q * freqWeight n q) = 2 * π * n ^ 2 * K q
  linear_combination K q * sq_mul_freqWeight n hq0.ne'

/-- At positive density `n`, a continuous attractive kernel that stays at or below a fixed negative
value `-c` drives the on-top contribution to minus infinity as the cutoff grows. -/
theorem onTop_attractive_diverges {K : ℝ → ℝ} {n c : ℝ} (hn : 0 < n) (hc : 0 < c)
    (hK : ContinuousOn K (Ici 1)) (hKc : ∀ q, 1 ≤ q → K q ≤ -c) :
    Tendsto (onTop K n) atTop atBot := by
  have hneg : 2 * π * n ^ 2 * (-c) < 0 := by
    have : 0 < 2 * π * n ^ 2 * c := by positivity
    linarith
  have hlin : Tendsto (fun Q : ℝ => 2 * π * n ^ 2 * (-c) * (Q + -1)) atTop atBot :=
    (tendsto_atTop_add_const_right atTop (-1 : ℝ) tendsto_id).const_mul_atTop_of_neg hneg
  refine tendsto_atBot_mono' atTop ?_ hlin
  filter_upwards [eventually_ge_atTop (1 : ℝ)] with Q hQ
  have hKi : IntervalIntegrable K volume 1 Q := by
    apply ContinuousOn.intervalIntegrable
    rw [uIcc_of_le hQ]
    exact hK.mono Icc_subset_Ici_self
  -- compare the kernel with the constant `-c`
  have hle : ∫ q in (1 : ℝ)..Q, K q ≤ ∫ _q in (1 : ℝ)..Q, (-c) :=
    intervalIntegral.integral_mono_on hQ hKi intervalIntegrable_const
      (fun q hq => hKc q hq.1)
  rw [intervalIntegral.integral_const, smul_eq_mul] at hle
  rw [onTop_eq K n hQ]
  calc 2 * π * n ^ 2 * ∫ q in (1 : ℝ)..Q, K q
      ≤ 2 * π * n ^ 2 * ((Q - 1) * (-c)) :=
        mul_le_mul_of_nonneg_left hle (by positivity)
    _ = 2 * π * n ^ 2 * (-c) * (Q + -1) := by ring

/-- The Coulomb interaction integrated over momenta from `1` to `Q` is `4 π (1 - 1/Q)`. -/
theorem coulomb_integral {Q : ℝ} (hQ : 1 ≤ Q) :
    IntervalIntegrable coulomb volume 1 Q ∧
      ∫ q in (1 : ℝ)..Q, coulomb q = 4 * π * (1 - 1 / Q) := by
  have hne : ∀ q ∈ uIcc 1 Q, q ≠ 0 := by
    intro q hq
    rw [uIcc_of_le hQ] at hq
    have : 0 < q := by linarith [hq.1]
    exact this.ne'
  have hi : IntervalIntegrable coulomb volume 1 Q := by
    apply ContinuousOn.intervalIntegrable
    unfold coulomb
    exact ContinuousOn.div continuousOn_const (by fun_prop)
      (fun q hq => pow_ne_zero 2 (hne q hq))
  refine ⟨hi, ?_⟩
  have hd : ∀ q ∈ uIcc 1 Q, HasDerivAt (fun q : ℝ => -(4 * π) * q⁻¹) (coulomb q) q := by
    intro q hq
    refine ((hasDerivAt_inv (hne q hq)).const_mul (-(4 * π))).congr_deriv ?_
    unfold coulomb
    ring
  rw [intervalIntegral.integral_eq_sub_of_hasDerivAt hd hi]
  ring

/-- If the local-field factor `G` is continuous and bounded by `B`, the on-top contribution of
the kernel `(4 π / q²) G(q)` is at most `8 π² n² B (1 - 1/Q)` in magnitude. -/
theorem onTop_bounded_localField {G : ℝ → ℝ} {B : ℝ} (n : ℝ) {Q : ℝ} (hQ : 1 ≤ Q)
    (hG : ContinuousOn G (Ici 1)) (hB : ∀ q, 1 ≤ q → |G q| ≤ B) :
    |onTop (fun q => coulomb q * G q) n Q| ≤ 8 * π ^ 2 * n ^ 2 * B * (1 - 1 / Q) := by
  obtain ⟨hi, hval⟩ := coulomb_integral hQ
  have hGc : ContinuousOn G (uIcc 1 Q) := by
    rw [uIcc_of_le hQ]
    exact hG.mono Icc_subset_Ici_self
  have hle : ∫ q in (1 : ℝ)..Q, |coulomb q * G q| ≤ ∫ q in (1 : ℝ)..Q, coulomb q * B := by
    refine intervalIntegral.integral_mono_on hQ (hi.mul_continuousOn hGc).abs
      (hi.mul_const B) ?_
    intro q hq
    have hc : 0 ≤ coulomb q := by unfold coulomb; positivity
    rw [abs_mul, abs_of_nonneg hc]
    exact mul_le_mul_of_nonneg_left (hB q hq.1) hc
  rw [intervalIntegral.integral_mul_const, hval] at hle
  have habs := (intervalIntegral.abs_integral_le_integral_abs
    (f := fun q => coulomb q * G q) (μ := volume) hQ).trans hle
  have hp : 0 ≤ 2 * π * n ^ 2 := by positivity
  rw [onTop_eq _ n hQ, abs_mul, abs_of_nonneg hp]
  calc _ ≤ 2 * π * n ^ 2 * (4 * π * (1 - 1 / Q) * B) := mul_le_mul_of_nonneg_left habs hp
    _ = 8 * π ^ 2 * n ^ 2 * B * (1 - 1 / Q) := by ring

/-- The on-top contribution of the bare Coulomb kernel is exactly `8 π² n² (1 - 1/Q)`. -/
theorem onTop_coulomb (n : ℝ) {Q : ℝ} (hQ : 1 ≤ Q) :
    onTop coulomb n Q = 8 * π ^ 2 * n ^ 2 * (1 - 1 / Q) := by
  rw [onTop_eq _ n hQ, (coulomb_integral hQ).2]
  ring

/-- At positive density `n`, for a nonzero constant kernel the on-top contribution grows without
bound in magnitude as the cutoff is raised, while for the Coulomb kernel it stays below `8 π² n²`.
-/
theorem constant_diverges_coulomb_bounded {n c : ℝ} (hn : 0 < n) (hc : c ≠ 0) :
    Tendsto (fun Q => |onTop (fun _ => c) n Q|) atTop atTop ∧
      ∀ Q, 1 ≤ Q → onTop coulomb n Q < 8 * π ^ 2 * n ^ 2 := by
  constructor
  · have hpos : 0 < |2 * π * n ^ 2 * c| := abs_pos.mpr (by positivity)
    have hlin : Tendsto (fun Q : ℝ => |2 * π * n ^ 2 * c| * (Q + -1)) atTop atTop :=
      (tendsto_atTop_add_const_right atTop (-1 : ℝ) tendsto_id).const_mul_atTop hpos
    refine hlin.congr' ?_
    filter_upwards [eventually_ge_atTop (1 : ℝ)] with Q hQ
    -- the constant kernel gives a contribution linear in the cutoff
    have e : onTop (fun _ => c) n Q = 2 * π * n ^ 2 * c * (Q + -1) := by
      rw [onTop_eq _ n hQ, intervalIntegral.integral_const, smul_eq_mul]
      ring
    have hQ' : 0 ≤ Q + -1 := by linarith
    rw [e, abs_mul _ (Q + -1), abs_of_nonneg hQ']
  · intro Q hQ
    have hQ0 : 0 < Q := by linarith
    have hp : 0 < 8 * π ^ 2 * n ^ 2 * (1 / Q) := by positivity
    rw [onTop_coulomb n hQ]
    linarith

end

end ElectronGasOnTopKernel
```

```lean
#print axioms ElectronGasOnTopKernel.onTop_attractive_diverges
#print axioms ElectronGasOnTopKernel.onTop_bounded_localField
#print axioms ElectronGasOnTopKernel.constant_diverges_coulomb_bounded
```

```
'ElectronGasOnTopKernel.onTop_attractive_diverges' depends on axioms: [propext, Classical.choice, Quot.sound]
'ElectronGasOnTopKernel.onTop_bounded_localField' depends on axioms: [propext, Classical.choice, Quot.sound]
'ElectronGasOnTopKernel.constant_diverges_coulomb_bounded' depends on axioms: [propext, Classical.choice, Quot.sound]
```

## What the theorems say

`chi n q w` is the response above, `freqWeight n q` is $I(q)$, and `onTop K n Q` is the momentum integral up to the cutoff. All arguments are real numbers, and the kernel is a real function of momentum alone, independent of frequency.

The final theorem, `constant_diverges_coulomb_bounded`, assumes $n>0$ and $c\neq0$. It states that the magnitude of the constant-kernel contribution tends to infinity with $Q$, and that the Coulomb contribution is strictly below $8\pi^2n^2$ for every $Q\ge1$.

Two further theorems treat wider classes of kernels:

- `onTop_attractive_diverges`: if $K$ is continuous on $[1,\infty)$ and $K\le-c<0$ there, the contribution tends to $-\infty$ for $n>0$.
- `onTop_bounded_localField`: if $K=(4\pi/q^2)G$ with $G$ continuous and $|G|\le B$ on $[1,\infty)$, the magnitude is at most $8\pi^2n^2B(1-1/Q)$ for $Q\ge1$. The common convention with a minus sign, $K=-(4\pi/q^2)G$, has the same bound.

The constant prefactor left out of `onTop` is negative in the usual fluctuation–dissipation convention, so a contribution tending to $-\infty$ means a contact pair density driven upwards.

The response formula is a definition here and is not derived from the full response of the noninteracting gas. Momenta below $1$ and higher orders in $K$ are left out. Within this first-order, large-momentum model, the result bears on adiabatic-connection calculations with a nonzero exchange-correlation kernel that is independent of momentum and frequency: their on-top hole does not converge as the cutoff is raised.

## How the proof runs

`squared_lorentzian` differentiates $F$ and finds its limit: the factor $w/(w^2+a^2)$ in the rational term is squeezed between $0$ and $1/w$ for $w>0$, and the arctangent tends to $\pi/2$. Because the integrand is nonnegative, the same data give both integrability and the value $\pi/(4a^3)$.

`sq_mul_freqWeight` inserts $a=q^2/2$ and proves $q^2I(q)=2\pi n^2$ for $q\neq0$. At $q=0$ the left side is zero, so the condition is needed whenever $n\neq0$.

`onTop_eq` applies this identity at each point of $[1,Q]$, where $q>0$, and pulls the constant out of the integral. Each remaining result is then a statement about $\int_1^QK$:

- For attractive kernels, `integral_mono_on` compares $K$ with $-c$, which leaves a line of negative slope in $Q$.
- `coulomb_integral` uses the antiderivative $-4\pi/q$, and `onTop_coulomb` multiplies its value by $2\pi n^2$.
- For a bounded local-field factor, $|K|$ is compared with $4\pi B/q^2$.

The final theorem computes the constant case as a linear function of $Q$. In the Coulomb case it uses that the missing part, $8\pi^2n^2/Q$, is positive.
